# The Moshinsky shutter wave has density 1/4 at the classical front and above 1.2 at a point behind it

The shutter wave is defined here by its closed formula, and the free Schrödinger equation is then a property to be proved of it. The sudden opening of the shutter at time zero does not enter as an initial condition. The densities in the title hold at every positive time and are relative to the density of the incident plane wave.

```lean
import Mathlib

open Complex (I)
open Set
open scoped Real

namespace MoshinskyShutter

noncomputable section

/-- The chirp `exp(iπs²/2)`, the integrand of the Fresnel integral. -/
def chirp (s : ℝ) : ℂ := Complex.exp (I * ((π * s ^ 2 / 2 : ℝ) : ℂ))

/-- The complex Fresnel integral `F(u)`, the integral of the chirp from `0` to `u`. -/
def fresnel (u : ℝ) : ℂ := ∫ s in (0 : ℝ)..u, chirp s

/-- The envelope `((1+i)/2 + F(u))/(1+i)` that modulates the plane wave. -/
def envelope (u : ℝ) : ℂ := ((1 + I) / 2 + fresnel u) / (1 + I)

/-- The scaled distance `u = (kt - x)/√(πt)` behind the classical front. -/
def frontCoord (k x t : ℝ) : ℝ := (k * t - x) / √(π * t)

/-- The shutter wave function: a plane wave of momentum `k` times the Fresnel envelope. -/
def shutterWave (k x t : ℝ) : ℂ :=
  Complex.exp (I * ((k * x - k ^ 2 * t / 2 : ℝ) : ℂ)) * envelope (frontCoord k x t)

/-- At the point `(x, t)` the derivatives `ψ_t` and `ψ_xx` exist and satisfy
`i ψ_t = -ψ_xx/2`. -/
def SolvesFreeSchrodingerAt (ψ : ℝ → ℝ → ℂ) (x t : ℝ) : Prop :=
  ∃ (ψt ψxx : ℂ) (ψx : ℝ → ℂ), HasDerivAt (fun τ => ψ x τ) ψt t ∧
    (∀ y, HasDerivAt (fun z => ψ z t) (ψx y) y) ∧ HasDerivAt ψx ψxx x ∧
    I * ψt = -ψxx / 2

/-- The chirp has logarithmic derivative `iπv`. -/
theorem hasDerivAt_chirp (v : ℝ) :
    HasDerivAt chirp (chirp v * (I * ((π * v : ℝ) : ℂ))) v := by
  have h : HasDerivAt (fun s : ℝ => π * s ^ 2 / 2) (π * v) v :=
    (((hasDerivAt_pow 2 v).const_mul π).div_const 2).congr_deriv (by norm_num; ring)
  exact (h.ofReal_comp.const_mul I).cexp

/-- Derivative of a carrier wave with phase `φ` times an envelope `g` evaluated at a moving
coordinate `u`. -/
theorem hasDerivAt_modulated {φ u : ℝ → ℝ} {g : ℝ → ℂ} {φ' u' y : ℝ} {g' : ℂ}
    (hφ : HasDerivAt φ φ' y) (hu : HasDerivAt u u' y) (hg : HasDerivAt g g' (u y)) :
    HasDerivAt (fun z => Complex.exp (I * (φ z : ℂ)) * g (u z))
      (Complex.exp (I * (φ y : ℂ)) * (I * φ' * g (u y) + u' * g')) y := by
  have h := (hφ.ofReal_comp.const_mul I).cexp.fun_mul (hg.scomp y hu)
  refine h.congr_deriv ?_
  simp only [Complex.real_smul, Function.comp_apply]
  ring

/-- The shutter wave function solves the free Schrödinger equation at every position and
every positive time. -/
theorem shutterWave_solves (k x : ℝ) {t : ℝ} (ht : 0 < t) :
    SolvesFreeSchrodingerAt (shutterWave k) x t := by
  have hr : 0 < π * t := by positivity
  have h0 : √(π * t) ≠ 0 := (Real.sqrt_pos.2 hr).ne'
  have hc : Continuous chirp :=
    continuous_iff_continuousAt.2 fun s => (hasDerivAt_chirp s).continuousAt
  have hG : ∀ v, HasDerivAt envelope (chirp v / (1 + I)) v := fun v =>
    ((hc.integral_hasStrictDerivAt 0 v).hasDerivAt.const_add ((1 + I) / 2)).div_const (1 + I)
  -- the front coordinate as a function of position and of time
  have hux : ∀ y, HasDerivAt (fun z => frontCoord k z t) (-1 / √(π * t)) y := fun y =>
    ((hasDerivAt_id' y).const_sub (k * t)).div_const _
  have hut : HasDerivAt (fun τ => frontCoord k x τ)
      (k / √(π * t) - π * frontCoord k x t / (2 * √(π * t) ^ 2)) t := by
    have h := (((hasDerivAt_id' t).const_mul k).sub_const x).fun_div
      (((hasDerivAt_id' t).const_mul π).sqrt (by simpa using hr.ne')) h0
    refine h.congr_deriv ?_
    unfold frontCoord
    generalize √(π * t) = r at h0 ⊢
    field_simp
  -- the phase of the plane wave
  have hφx : ∀ y, HasDerivAt (fun z => k * z - k ^ 2 * t / 2) k y := fun y =>
    (((hasDerivAt_id' y).const_mul k).sub_const _).congr_deriv (mul_one k)
  have hφt : HasDerivAt (fun τ => k * x - k ^ 2 * τ / 2) (-(k ^ 2 / 2)) t :=
    ((((hasDerivAt_id' t).const_mul (k ^ 2)).div_const 2).const_sub (k * x)).congr_deriv
      (by ring)
  -- the envelope of the first spatial derivative
  have hg : ∀ v, HasDerivAt
      (fun w => I * k * envelope w + ((-1 / √(π * t) : ℝ) : ℂ) * (chirp w / (1 + I)))
      (I * k * (chirp v / (1 + I)) +
        ((-1 / √(π * t) : ℝ) : ℂ) * (chirp v * (I * ((π * v : ℝ) : ℂ)) / (1 + I))) v :=
    fun v => ((hG v).const_mul _).fun_add (((hasDerivAt_chirp v).div_const _).const_mul _)
  refine ⟨_, _, _, hasDerivAt_modulated hφt hut (hG _),
    fun y => hasDerivAt_modulated (hφx y) (hux y) (hG _),
    hasDerivAt_modulated (hφx x) (hux x) (hg _), ?_⟩
  push_cast
  ring

/-- The real and imaginary parts of `F(u)` are the Fresnel cosine and sine integrals. -/
theorem fresnel_re_im (u : ℝ) :
    (fresnel u).re = ∫ s in (0 : ℝ)..u, Real.cos (π * s ^ 2 / 2) ∧
    (fresnel u).im = ∫ s in (0 : ℝ)..u, Real.sin (π * s ^ 2 / 2) := by
  have hc : Continuous chirp :=
    continuous_iff_continuousAt.2 fun s => (hasDerivAt_chirp s).continuousAt
  have hi : IntervalIntegrable chirp MeasureTheory.volume 0 u := hc.intervalIntegrable 0 u
  have hre : ∀ s, Complex.reCLM (chirp s) = Real.cos (π * s ^ 2 / 2) := fun s => by
    rw [Complex.reCLM_apply, chirp, mul_comm, Complex.exp_ofReal_mul_I_re]
  have him : ∀ s, Complex.imCLM (chirp s) = Real.sin (π * s ^ 2 / 2) := fun s => by
    rw [Complex.imCLM_apply, chirp, mul_comm, Complex.exp_ofReal_mul_I_im]
  have h1 := Complex.reCLM.intervalIntegral_comp_comm hi
  have h2 := Complex.imCLM.intervalIntegral_comp_comm hi
  simp only [hre] at h1
  simp only [him] at h2
  exact ⟨h1.symm, h2.symm⟩

/-- The density is half the squared distance of `F(u)` from the point `-(1+i)/2` in the
complex plane. -/
theorem density_eq (k x t : ℝ) :
    ‖shutterWave k x t‖ ^ 2 = ((1 / 2 + (fresnel (frontCoord k x t)).re) ^ 2 +
      (1 / 2 + (fresnel (frontCoord k x t)).im) ^ 2) / 2 := by
  have h2 : Complex.normSq (1 + I) = 2 := by norm_num [Complex.normSq_apply]
  rw [shutterWave, norm_mul, mul_comm I, Complex.norm_exp_ofReal_mul_I, one_mul,
    Complex.sq_norm, envelope, map_div₀, h2]
  generalize fresnel (frontCoord k x t) = z
  have hz : (1 + I) / 2 + z = ⟨1 / 2 + z.re, 1 / 2 + z.im⟩ := by
    apply Complex.ext <;> simp
  rw [hz, Complex.normSq_mk]
  ring

/-- Both Fresnel integrals increase strictly for `0 ≤ u ≤ 1`. -/
theorem fresnel_strictMonoOn :
    StrictMonoOn (fun u => (fresnel u).re) (Icc 0 1) ∧
    StrictMonoOn (fun u => (fresnel u).im) (Icc 0 1) := by
  have hcos : Continuous (fun s : ℝ => Real.cos (π * s ^ 2 / 2)) := by fun_prop
  have hsin : Continuous (fun s : ℝ => Real.sin (π * s ^ 2 / 2)) := by fun_prop
  have hC : ∀ u, HasDerivAt (fun u => (fresnel u).re) (Real.cos (π * u ^ 2 / 2)) u := by
    intro u
    simp only [fun v => (fresnel_re_im v).1]
    exact (hcos.integral_hasStrictDerivAt 0 u).hasDerivAt
  have hS : ∀ u, HasDerivAt (fun u => (fresnel u).im) (Real.sin (π * u ^ 2 / 2)) u := by
    intro u
    simp only [fun v => (fresnel_re_im v).2]
    exact (hsin.integral_hasStrictDerivAt 0 u).hasDerivAt
  -- the phase of the chirp stays in the first quadrant
  have hq : ∀ u ∈ Ioo (0 : ℝ) 1, 0 < π * u ^ 2 / 2 ∧ π * u ^ 2 / 2 < π / 2 := by
    intro u hu
    have h1 : 0 < u := hu.1
    have h2 : u ^ 2 < 1 := by nlinarith [hu.2]
    exact ⟨by positivity, by nlinarith [mul_pos Real.pi_pos (sub_pos.2 h2)]⟩
  constructor
  · refine strictMonoOn_of_deriv_pos (convex_Icc 0 1)
      (fun u _ => (hC u).continuousAt.continuousWithinAt) fun u hu => ?_
    rw [interior_Icc] at hu
    rw [(hC u).deriv]
    exact Real.cos_pos_of_mem_Ioo ⟨by linarith [(hq u hu).1, Real.pi_pos], (hq u hu).2⟩
  · refine strictMonoOn_of_deriv_pos (convex_Icc 0 1)
      (fun u _ => (hS u).continuousAt.continuousWithinAt) fun u hu => ?_
    rw [interior_Icc] at hu
    rw [(hS u).deriv]
    exact Real.sin_pos_of_pos_of_lt_pi (hq u hu).1 (by linarith [(hq u hu).2, Real.pi_pos])

/-- At a fixed positive time the density falls strictly with `x` from `x = kt - √(πt)` to the
classical front `x = kt`. -/
theorem density_strictAntiOn (k : ℝ) {t : ℝ} (ht : 0 < t) :
    StrictAntiOn (fun x => ‖shutterWave k x t‖ ^ 2) (Icc (k * t - √(π * t)) (k * t)) := by
  have hr : 0 < √(π * t) := Real.sqrt_pos.2 (by positivity)
  have hm : ∀ x ∈ Icc (k * t - √(π * t)) (k * t), frontCoord k x t ∈ Icc (0 : ℝ) 1 :=
    fun x hx => ⟨div_nonneg (by linarith [hx.2]) hr.le,
      (div_le_one hr).2 (by linarith [hx.1])⟩
  intro x hx y hy hxy
  have hlt : frontCoord k y t < frontCoord k x t :=
    div_lt_div_of_pos_right (by linarith) hr
  have hz : fresnel 0 = 0 := by simp [fresnel]
  have h0 : (0 : ℝ) ∈ Icc (0 : ℝ) 1 := ⟨le_rfl, zero_le_one⟩
  obtain ⟨hC, hS⟩ := fresnel_strictMonoOn
  have c0 : (fresnel 0).re ≤ (fresnel (frontCoord k y t)).re :=
    hC.monotoneOn h0 (hm y hy) (hm y hy).1
  have s0 : (fresnel 0).im ≤ (fresnel (frontCoord k y t)).im :=
    hS.monotoneOn h0 (hm y hy) (hm y hy).1
  have c1 : (fresnel (frontCoord k y t)).re < (fresnel (frontCoord k x t)).re :=
    hC (hm y hy) (hm x hx) hlt
  have s1 : (fresnel (frontCoord k y t)).im < (fresnel (frontCoord k x t)).im :=
    hS (hm y hy) (hm x hx) hlt
  rw [hz, Complex.zero_re] at c0
  rw [hz, Complex.zero_im] at s0
  show ‖shutterWave k y t‖ ^ 2 < ‖shutterWave k x t‖ ^ 2
  rw [density_eq, density_eq]
  nlinarith

/-- The cubic Taylor polynomial bounds the sine from below on the positive axis. -/
theorem sub_cube_le_sin {y : ℝ} (hy : 0 ≤ y) : y - y ^ 3 / 6 ≤ Real.sin y := by
  have hd : ∀ z : ℝ, HasDerivAt (fun z => Real.sin z - (z - z ^ 3 / 6))
      (Real.cos z - (1 - 3 * z ^ 2 / 6)) z := fun z =>
    ((Real.hasDerivAt_sin z).fun_sub ((hasDerivAt_id' z).fun_sub
      ((hasDerivAt_pow 3 z).div_const 6))).congr_deriv (by norm_num)
  have hmono : Monotone (fun z : ℝ => Real.sin z - (z - z ^ 3 / 6)) := by
    refine monotone_of_deriv_nonneg (fun z => (hd z).differentiableAt) fun z => ?_
    have h : 1 - z ^ 2 / 2 ≤ Real.cos z := Real.one_sub_sq_div_two_le_cos
    rw [(hd z).deriv]
    linarith
  have h : Real.sin 0 - (0 - 0 ^ 3 / 6) ≤ Real.sin y - (y - y ^ 3 / 6) := hmono hy
  rw [Real.sin_zero] at h
  linarith

/-- Numerical lower bounds for the Fresnel cosine and sine integrals at `u = 1`. -/
theorem fresnel_one_bounds : 0.75 ≤ (fresnel 1).re ∧ 0.43 ≤ (fresnel 1).im := by
  have p1 := Real.pi_gt_d2
  have p2 := Real.pi_lt_d2
  have q2 : π ^ 2 ≤ 9.93 := by nlinarith
  have q3 : π ^ 3 ≤ 31.3 := by nlinarith [Real.pi_pos]
  have hC : ∫ s in (0 : ℝ)..1, (1 - π ^ 2 / 8 * s ^ 4) = 1 - π ^ 2 / 40 := by
    rw [intervalIntegral.integral_sub, intervalIntegral.integral_const_mul, integral_pow]
    · rw [intervalIntegral.integral_const, smul_eq_mul]
      push_cast
      ring
    all_goals exact Continuous.intervalIntegrable (by fun_prop) _ _
  have hS : ∫ s in (0 : ℝ)..1, (π / 2 * s ^ 2 - π ^ 3 / 48 * s ^ 6) =
      π / 6 - π ^ 3 / 336 := by
    rw [intervalIntegral.integral_sub, intervalIntegral.integral_const_mul,
      intervalIntegral.integral_const_mul, integral_pow, integral_pow]
    · push_cast
      ring
    all_goals exact Continuous.intervalIntegrable (by fun_prop) _ _
  constructor
  · rw [(fresnel_re_im 1).1]
    refine le_trans (by rw [hC]; linarith) (intervalIntegral.integral_mono_on zero_le_one
      (Continuous.intervalIntegrable (by fun_prop) _ _)
      (Continuous.intervalIntegrable (by fun_prop) _ _) fun s _ => ?_)
    have h : 1 - (π * s ^ 2 / 2) ^ 2 / 2 ≤ Real.cos (π * s ^ 2 / 2) :=
      Real.one_sub_sq_div_two_le_cos
    linarith
  · rw [(fresnel_re_im 1).2]
    refine le_trans (by rw [hS]; linarith) (intervalIntegral.integral_mono_on zero_le_one
      (Continuous.intervalIntegrable (by fun_prop) _ _)
      (Continuous.intervalIntegrable (by fun_prop) _ _) fun s _ => ?_)
    have h := sub_cube_le_sin (y := π * s ^ 2 / 2) (by positivity)
    linarith

/-- At every positive time the shutter wave solves the free Schrödinger equation, has density
`1/4` at the classical front `x = kt`, and has density above `1.2` at `x = kt - √(πt)`. -/
theorem moshinsky_shutter (k : ℝ) {t : ℝ} (ht : 0 < t) :
    (∀ x, SolvesFreeSchrodingerAt (shutterWave k) x t) ∧
    ‖shutterWave k (k * t) t‖ ^ 2 = 1 / 4 ∧
    1.2 < ‖shutterWave k (k * t - √(π * t)) t‖ ^ 2 := by
  have hr : √(π * t) ≠ 0 := (Real.sqrt_pos.2 (by positivity)).ne'
  refine ⟨fun x => shutterWave_solves k x ht, ?_, ?_⟩
  · have hu : frontCoord k (k * t) t = 0 := by simp [frontCoord]
    have hz : fresnel 0 = 0 := by simp [fresnel]
    rw [density_eq, hu, hz, Complex.zero_re, Complex.zero_im]
    norm_num
  · have hu : frontCoord k (k * t - √(π * t)) t = 1 := by
      rw [frontCoord, sub_sub_cancel, div_self hr]
    obtain ⟨hC, hS⟩ := fresnel_one_bounds
    rw [density_eq, hu]
    nlinarith

end

end MoshinskyShutter
```

```lean
#print axioms MoshinskyShutter.density_strictAntiOn
-- 'MoshinskyShutter.density_strictAntiOn' depends on axioms: [propext, Classical.choice, Quot.sound]
#print axioms MoshinskyShutter.moshinsky_shutter
-- 'MoshinskyShutter.moshinsky_shutter' depends on axioms: [propext, Classical.choice, Quot.sound]
```

## A half-beam released at time zero

The physical picture is a beam of free particles in one dimension. It is described by the plane wave $e^{ikx}$ on the left of a perfectly absorbing shutter at $x=0$, and the shutter is removed at $t=0$. A reflecting shutter would add a reflected wave, which is absent here. In units $\hbar=m=1$ the momentum $k$ is also the velocity, so the edge of a classical beam would stand at $x=kt$. The quantum wave is

$$\psi(x,t)=e^{i(kx-k^2t/2)}\,E(u),\qquad E(u)=\frac{(1+i)/2+F(u)}{1+i},$$

with

$$F(u)=\int_0^u e^{i\pi s^2/2}\,ds,\qquad u=\frac{kt-x}{\sqrt{\pi t}}.$$

The number $u$ measures how far a point lies behind the classical front, in units of $\sqrt{\pi t}$. In the file, $F$ is `fresnel`, its integrand is `chirp`, $E$ is `envelope`, $u$ is `frontCoord` and $\psi$ is `shutterWave`.

The theorem `moshinsky_shutter` holds for every real $k$ and every $t>0$, and it has three parts:

- $\psi$ satisfies $i\psi_t=-\tfrac12\psi_{xx}$ at every $x$;
- $|\psi|^2=\tfrac14$ at $x=kt$;
- $|\psi|^2>1.2$ at $x=kt-\sqrt{\pi t}$, where $u=1$.

The first part is expressed by `SolvesFreeSchrodingerAt`. It requires a time derivative at the point, a first spatial derivative on the whole line, and a derivative of that function at $x$. The equation therefore relates derivatives that have been shown to exist.

A further theorem, `density_strictAntiOn`, says that at fixed $t>0$ the density falls strictly as $x$ goes from $kt-\sqrt{\pi t}$ to $kt$.

The density is relative: the incident wave $e^{ikx}$ has density 1 and cannot be normalised on the line. It is against this value that 1.2 counts as an overshoot. The theorems do not establish that $\psi$ tends to the cut-off plane wave as $t\to0^+$, nor do they locate the maximum of the density.

## Why the envelope terms cancel

Write $c(u)=e^{i\pi u^2/2}$ for the chirp. Then $E'=c/(1+i)$, and since $c'=i\pi u\,c$,

$$E''=i\pi u\,E'.$$

The front coordinate has the derivatives

$$u_x=-\frac1{\sqrt{\pi t}},\qquad u_t=\frac{k}{\sqrt{\pi t}}-\frac{u}{2t}.$$

With the phase $\varphi=kx-k^2t/2$, the product and chain rules give

$$\psi_t=e^{i\varphi}\left(-\tfrac{i}{2}k^2E+u_tE'\right),\qquad \psi_x=e^{i\varphi}\left(ikE+u_xE'\right),$$

$$\psi_{xx}=e^{i\varphi}\left(-k^2E+2ik\,u_xE'+u_x^2E''\right).$$

In the combination $i\psi_t+\tfrac12\psi_{xx}$ the terms in $E$ cancel. Inserting $E''$ leaves

$$i\psi_t+\tfrac12\psi_{xx}=i\,e^{i\varphi}E'\left(u_t+k\,u_x+\tfrac{\pi}{2}\,u\,u_x^2\right).$$

Since $u_t+k\,u_x=-u/(2t)$ and $\tfrac{\pi}{2}u\,u_x^2=u/(2t)$, the bracket vanishes.

The Lean proof follows the same route. `hasDerivAt_chirp` supplies $c'=i\pi u\,c$, and `hasDerivAt_modulated` differentiates any carrier $e^{i\varphi}$ times an envelope taken at a moving coordinate. `shutterWave_solves` applies this second lemma three times: for $\psi_t$, for $\psi_x$, and for $\psi_{xx}$. In the third use the envelope is $ikE+u_xE'$, which is again a function of $u$ alone because $u_x$ does not depend on $x$. The time derivative `hut` is written with $\pi u/(2\sqrt{\pi t}^{\,2})$ in place of $u/(2t)$, and the final `ring` can then carry out the cancellation as pure algebra.

## The density in terms of the Fresnel integrals

Let $C(u)$ and $S(u)$ be the real and imaginary parts of $F(u)$, that is, the integrals of $\cos(\pi s^2/2)$ and $\sin(\pi s^2/2)$ from $0$ to $u$. This identification is `fresnel_re_im`. The plane-wave factor has modulus 1 and $|1+i|^2=2$, so

$$|\psi|^2=\tfrac12\left[\left(\tfrac12+C(u)\right)^2+\left(\tfrac12+S(u)\right)^2\right],$$

which is `density_eq`. At the classical front $u=0$, both integrals vanish and the density is $\tfrac12(\tfrac14+\tfrac14)=\tfrac14$. The amplitude there is half the incident one.

For $0<u<1$ the phase $\pi u^2/2$ lies strictly between $0$ and $\pi/2$. Its cosine and sine are positive, so $C$ and $S$ both increase strictly on $[0,1]$, as `fresnel_strictMonoOn` states. They start from zero, so both squares in the density grow with $u$. As $u$ decreases when $x$ increases, the density falls towards the front.

For the value at $u=1$, polynomial bounds are enough. From $\cos y\ge1-y^2/2$,

$$C(1)\ge\int_0^1\left(1-\frac{\pi^2s^4}{8}\right)ds=1-\frac{\pi^2}{40}\ge0.75.$$

For $y\ge0$ one also has $\sin y\ge y-y^3/6$, because the difference of the two sides vanishes at $y=0$ and has derivative $\cos y-1+y^2/2\ge0$. This is `sub_cube_le_sin`, and it gives

$$S(1)\ge\int_0^1\left(\frac{\pi s^2}{2}-\frac{\pi^3s^6}{48}\right)ds=\frac{\pi}{6}-\frac{\pi^3}{336}\ge0.43.$$

Hence

$$|\psi|^2\ge\tfrac12\left(1.25^2+0.93^2\right)=1.2137>1.2.$$

In `fresnel_one_bounds` the integrals are compared by `intervalIntegral.integral_mono_on`, and two-decimal bounds on $\pi$ settle the numbers. The last inequality is left to `nlinarith`.

## What goes wrong at time zero

The hypothesis $t>0$ is needed for the overshoot. Take $t=0$ and any $k$. Lean sets division by zero to zero, so `frontCoord` is $0$ for every $x$ and the formula returns $e^{ikx}/2$. The point $kt-\sqrt{\pi t}$ is then $x=0$, where the density is $\tfrac14$ and not above 1.2.

## Testing a propagator against the formula

For a single free particle in one dimension, the formula can serve as a reference solution for a time-dependent Schrödinger code. One samples $\psi$ at some $t_0>0$, propagates to a later time and compares with the formula there. The wave does not decay to the left, so the comparison has to stay away from whatever disturbance the boundary of the grid sends inwards.

With $k=1$ and $t=\pi$ the two special points are easy to place: the density must be $\tfrac14$ at $x=\pi$ and above 1.2 at $x=0$. The integrals $C$ and $S$ are defined here with the phase $\pi s^2/2$, and a library routine that uses another phase has to be converted, which changes its argument and in some conventions also a prefactor. SciPy's `scipy.special.fresnel` uses the phase $\pi s^2/2$, and it returns the sine integral first. Exchanging the two integrals leaves the density unchanged, since the expression is symmetric in $C$ and $S$, but it spoils the phase of $\psi$. Checking the density given by the formula, at one time or at several, therefore does not reveal the exchange, whereas checking its complex values does.
